# A three-colour product ground state for triangles with bonds SxSx + SySy − SzSz/2

Let a finite spin-1/2 Hamiltonian be a sum over triangles, each contributing its three bonds SxSx + SySy − SzSz/2. If the sites can be coloured with three colours so that every triangle carries all three, then the product of the site vectors (1, ω^c), with ω = exp(2πi/3) and c the colour of the site, is a ground state. Its energy is −3/8 per triangle.

## Frustration at one particular anisotropy

The planar part of each bond is antiferromagnetic, and three spins on a triangle cannot be pairwise antiparallel. The coefficient −1/2 stands for a ferromagnetic Ising coupling half as strong as the planar one. The vector (1, ω^c) describes a spin in the xy plane at angle 120°·c, so the state is the classical 120° pattern, here an exact quantum eigenstate without entanglement. For a finite cluster whose Hamiltonian is such a sum over three-coloured triangles, with a shared bond counted once for each triangle, it supplies an exact energy to compare with numerical diagonalisation.

## One triangle as a square

A bond multiplies parallel spins by −1/8. It multiplies antiparallel spins by 1/8 and also exchanges them with amplitude 1/2.

For a triangle with corners i, j, k, let h be the sum of its bonds, X the sum of the three single-spin flips, and P the projector on configurations with all three spins aligned. Then

h + 3/8 = (1/2) X P X.

On ↑↑↑ both sides vanish: the bonds give −3/8, and one flip destroys the alignment. On ↓↑↑ the diagonal part of h is 1/8 − 1/8 + 1/8 = 1/8, so the left side gives

(1/2)(↓↑↑ + ↑↓↑ + ↑↑↓).

On the right, X reaches one aligned configuration, ↑↑↑, and the second X produces the same sum. The other cases follow by permuting the corners and reversing all spins.

Since X and P are Hermitian and P² = P, every state ψ obeys

⟨ψ|h|ψ⟩ = −(3/8)‖ψ‖² + (1/2)‖PXψ‖² ≥ −(3/8)‖ψ‖².

## Why three colours reach the bound

The product state Ψ has amplitude ∏ ω^c(v), taken over the down spins v. Flipping an up spin at v multiplies it by ω^c(v); flipping a down spin multiplies it by ω^(−c(v)) = ω^(2c(v)). On an aligned triangle with three different colours, the three factors add up to

1 + ω + ω² = 0

in either case. Hence PXΨ = 0 and hΨ = −(3/8)Ψ. Summing over triangles gives both the eigenvalue and the matching lower bound.

## A single triangle, and none

Take colours 0, 1, 2 on i, j, k. The amplitudes of ↓↑↑, ↑↓↑, ↑↑↓ are 1, ω, ω². At ↓↑↑, hΨ has amplitude

1/8 + (ω + ω²)/2 = 1/8 − 1/2 = −3/8,

as required. All eight amplitudes have modulus one, so ‖Ψ‖² = 8 and ⟨Ψ|h|Ψ⟩ = −3; the normalised energy is −3/8.

With no triangles, H = 0 and the energy is 0.

## What the theorem says

In `colourState_isGroundState`, `V` is the finite set of sites and `τ` labels the triangles, whose corners are `tri t 0`, `tri t 1`, `tri t 2`. A `State V` assigns a complex amplitude to each configuration, with `true` for up. Units have ħ = 1 and unit planar exchange. The hypothesis `hc` demands distinct colours on each triangle, which also makes its corners distinct. A bond shared by two triangles counts twice.

`IsGroundState` requires a nonzero eigenvector with eigenvalue E such that E‖φ‖² ≤ Re⟨φ|Hφ⟩ for every φ. For nonzero φ, dividing by ‖φ‖² turns this into a lower bound on the normalised energy. Uniqueness is not claimed. Whether a given magnet has these couplings is a separate, physical question.

In Lean 4 with Mathlib:

```lean
import Mathlib

open scoped ComplexConjugate

namespace FrustratedXXZ

noncomputable section

variable {V τ : Type*} [DecidableEq V] [Fintype τ]

/-- A many-spin state: an amplitude for each configuration (`true` is spin up). -/
abbrev State (V : Type*) := (V → Bool) → ℂ

/-- The configuration with the spin at site `i` reversed. -/
def flipAt (i : V) (s : V → Bool) : V → Bool := Function.update s i (!s i)

/-- The spin operator Sx at site `i`. -/
def Sx (i : V) (ψ : State V) : State V := fun s => 1 / 2 * ψ (flipAt i s)

/-- The spin operator Sy at site `i`. -/
def Sy (i : V) (ψ : State V) : State V :=
  fun s => (if s i = true then -Complex.I / 2 else Complex.I / 2) * ψ (flipAt i s)

/-- The spin operator Sz at site `i`. -/
def Sz (i : V) (ψ : State V) : State V :=
  fun s => (if s i = true then 1 / 2 else -1 / 2) * ψ s

/-- The bond SxSx + SySy - SzSz/2 between sites `i` and `j`. -/
def bond (i j : V) (ψ : State V) : State V :=
  fun s => Sx i (Sx j ψ) s + Sy i (Sy j ψ) s - 1 / 2 * Sz i (Sz j ψ) s

/-- The sum of the three bonds of a triangle. -/
def triangle (i j k : V) (ψ : State V) : State V :=
  fun s => bond i j ψ s + bond j k ψ s + bond i k ψ s

/-- The Hamiltonian: the sum of the triangle terms. -/
def hamiltonian (tri : τ → Fin 3 → V) (ψ : State V) : State V :=
  fun s => ∑ t, triangle (tri t 0) (tri t 1) (tri t 2) ψ s

/-- Sum the three single spin flips on a triangle, then keep only the configurations
aligned on it. -/
def defect (i j k : V) (ψ : State V) : State V :=
  fun s => if s i = s j ∧ s j = s k then
    ψ (flipAt i s) + ψ (flipAt j s) + ψ (flipAt k s) else 0

private lemma flipAt_same (i : V) (s : V → Bool) : flipAt i s i = !s i := by simp [flipAt]

private lemma flipAt_ne {i j : V} (h : j ≠ i) (s : V → Bool) : flipAt i s j = s j := by
  simp [flipAt, h]

private lemma flipAt_flipAt (i : V) (s : V → Bool) : flipAt i (flipAt i s) = s := by
  simp [flipAt]

private lemma flipAt_comm {i j : V} (h : i ≠ j) (s : V → Bool) :
    flipAt i (flipAt j s) = flipAt j (flipAt i s) := by
  simp only [flipAt, Function.update_of_ne h, Function.update_of_ne h.symm]
  exact Function.update_comm h.symm _ _ _

/-- A bond between distinct sites gives -1/8 on parallel spins; on antiparallel spins it
gives 1/8 and exchanges them with amplitude 1/2. -/
theorem bond_apply {i j : V} (h : i ≠ j) (ψ : State V) (s : V → Bool) :
    bond i j ψ s = if s i = s j then -(1 / 8) * ψ s
      else 1 / 8 * ψ s + 1 / 2 * ψ (flipAt j (flipAt i s)) := by
  simp only [bond, Sx, Sy, Sz, flipAt_ne h.symm]
  generalize ψ (flipAt j (flipAt i s)) = x
  cases s i <;> cases s j <;> simp only [reduceCtorEq, ↓reduceIte]
  · linear_combination (1 / 4 * x) * Complex.I_sq
  · linear_combination (-1 / 4 * x) * Complex.I_sq
  · linear_combination (-1 / 4 * x) * Complex.I_sq
  · linear_combination (1 / 4 * x) * Complex.I_sq

/-- For distinct corners, the triangle term plus 3/8 is half of: sum the three single spin flips,
keep only the configurations aligned on the triangle, sum the three flips again. -/
theorem triangle_add {i j k : V} (hij : i ≠ j) (hjk : j ≠ k) (hik : i ≠ k)
    (ψ : State V) (s : V → Bool) :
    triangle i j k ψ s + 3 / 8 * ψ s = 1 / 2 * (defect i j k ψ (flipAt i s)
      + defect i j k ψ (flipAt j s) + defect i j k ψ (flipAt k s)) := by
  simp only [triangle, bond_apply hij, bond_apply hjk, bond_apply hik, defect, flipAt_same,
    flipAt_ne hij, flipAt_ne hij.symm, flipAt_ne hjk, flipAt_ne hjk.symm, flipAt_ne hik,
    flipAt_ne hik.symm, flipAt_flipAt, flipAt_comm hij s, flipAt_comm hjk s, flipAt_comm hik s]
  -- the eight spin configurations of the triangle
  cases s i <;> cases s j <;> cases s k <;>
    simp only [reduceCtorEq, ↓reduceIte, Bool.not_true, Bool.not_false, and_true, and_false,
      and_self] <;> ring

variable [Fintype V]

/-- The inner product of two states. -/
def braket (φ ψ : State V) : ℂ := ∑ s, conj (φ s) * ψ s

/-- The squared norm of a state. -/
def normSquared (φ : State V) : ℝ := ∑ s, Complex.normSq (φ s)

/-- A ground state of energy `E`: a nonzero eigenvector of `H` with eigenvalue `E`, such that for
every `φ`, normalised or not, the real part of ⟨φ|Hφ⟩ is at least `E` times the squared norm of `φ`.
-/
def IsGroundState (H : State V → State V) (E : ℝ) (ψ : State V) : Prop :=
  ψ ≠ 0 ∧ H ψ = (E : ℂ) • ψ ∧ ∀ φ, E * normSquared φ ≤ (braket φ (H φ)).re

private lemma sum_flip (i : V) (f g : State V) :
    ∑ s, f s * g (flipAt i s) = ∑ s, f (flipAt i s) * g s := by
  have inv : Function.Involutive (flipAt i) := flipAt_flipAt i
  refine Fintype.sum_equiv inv.toPerm _ _ fun s => ?_
  change _ = f (flipAt i (flipAt i s)) * g (flipAt i s)
  rw [flipAt_flipAt]

private lemma braket_self (φ : State V) : braket φ φ = (normSquared φ : ℂ) := by
  simp only [braket, normSquared, Complex.ofReal_sum, Complex.normSq_eq_conj_mul_self]

/-- The unnormalised energy expectation ⟨ψ|h|ψ⟩ of a triangle with distinct corners is -3/8 times
the squared norm, plus half the squared norm of the defect state. -/
theorem triangle_energy {i j k : V} (hij : i ≠ j) (hjk : j ≠ k) (hik : i ≠ k) (ψ : State V) :
    braket ψ (triangle i j k ψ)
      = ((-(3 / 8) * normSquared ψ + 1 / 2 * normSquared (defect i j k ψ) : ℝ) : ℂ) := by
  have key := fun s => eq_sub_of_add_eq (triangle_add hij hjk hik ψ s)
  -- spin flips are Hermitian, so they can be moved to the left factor
  have e : ∀ a, ∑ s, conj (ψ s) * defect i j k ψ (flipAt a s)
      = ∑ s, conj (ψ (flipAt a s)) * defect i j k ψ s :=
    fun a => sum_flip a (fun s => conj (ψ s)) _
  have hD : braket (defect i j k ψ) (defect i j k ψ)
      = ∑ s, conj (ψ s) * defect i j k ψ (flipAt i s)
        + ∑ s, conj (ψ s) * defect i j k ψ (flipAt j s)
        + ∑ s, conj (ψ s) * defect i j k ψ (flipAt k s) := by
    rw [e i, e j, e k, ← Finset.sum_add_distrib, ← Finset.sum_add_distrib]
    refine Finset.sum_congr rfl fun s _ => ?_
    simp only [defect]
    split_ifs
    · simp only [map_add]
      ring
    · simp
  push_cast
  rw [← braket_self ψ, ← braket_self (defect i j k ψ), hD]
  simp only [braket, key, Finset.mul_sum, ← Finset.sum_add_distrib]
  exact Finset.sum_congr rfl fun s _ => by ring

/-- The phase ω^a of colour `a`, with ω = exp(2πi/3). -/
def phase (a : Fin 3) : ℂ := Complex.exp (2 * Real.pi * Complex.I / 3) ^ (a : ℕ)

/-- The product over all sites of the spin vectors (1, ω^c). -/
def colourState (c : V → Fin 3) : State V :=
  fun s => ∏ v, if s v = true then 1 else phase (c v)

private lemma root_facts : Complex.exp (2 * Real.pi * Complex.I / 3) ^ 3 = 1 ∧
    1 + Complex.exp (2 * Real.pi * Complex.I / 3)
      + Complex.exp (2 * Real.pi * Complex.I / 3) ^ 2 = 0 := by
  have h := Complex.isPrimitiveRoot_exp 3 (by norm_num)
  rw [Nat.cast_ofNat] at h
  have h2 := h.geom_sum_eq_zero (by norm_num)
  simp only [Finset.sum_range_succ, Finset.sum_range_zero, pow_zero, pow_one, zero_add] at h2
  exact ⟨h.pow_eq_one, h2⟩

private lemma phase_cube (a : Fin 3) : phase a ^ 3 = 1 := by
  rw [phase, pow_right_comm, root_facts.1, one_pow]

private lemma phase_sum {a b d : Fin 3} (h : a ≠ b ∧ b ≠ d ∧ a ≠ d) :
    phase a + phase b + phase d = 0 ∧ phase a ^ 2 + phase b ^ 2 + phase d ^ 2 = 0 := by
  obtain ⟨h3, h0⟩ := root_facts
  have h1 : a.val ≠ b.val := fun e => h.1 (Fin.ext e)
  have h2 : b.val ≠ d.val := fun e => h.2.1 (Fin.ext e)
  have h4 : a.val ≠ d.val := fun e => h.2.2 (Fin.ext e)
  have ha := a.isLt
  have hb := b.isLt
  have hd := d.isLt
  unfold phase
  generalize Complex.exp (2 * Real.pi * Complex.I / 3) = w at *
  generalize a.val = x at *
  generalize b.val = y at *
  generalize d.val = z at *
  -- the six orders of the three colours
  interval_cases x <;> interval_cases y <;> interval_cases z <;>
    first
    | omega
    | exact ⟨by linear_combination h0, by linear_combination h0 + w * h3⟩

/-- Reversing an up spin multiplies the colour state's amplitude by the phase of the site;
reversing a down spin multiplies it by the square of that phase. -/
theorem colourState_flip (c : V → Fin 3) (i : V) (s : V → Bool) :
    colourState c (flipAt i s)
      = colourState c s * (if s i = true then phase (c i) else phase (c i) ^ 2) := by
  have key : ∀ r : V → Bool, colourState c r = (if r i = true then 1 else phase (c i))
      * ∏ v ∈ Finset.univ.erase i, (if r v = true then 1 else phase (c v)) := fun r =>
    (Finset.mul_prod_erase Finset.univ (fun v => if r v = true then 1 else phase (c v))
      (Finset.mem_univ i)).symm
  have hR : ∏ v ∈ Finset.univ.erase i, (if flipAt i s v = true then 1 else phase (c v))
      = ∏ v ∈ Finset.univ.erase i, (if s v = true then 1 else phase (c v)) :=
    Finset.prod_congr rfl fun v hv => by rw [flipAt_ne (Finset.ne_of_mem_erase hv)]
  rw [key (flipAt i s), key s, hR, flipAt_same]
  generalize (∏ v ∈ Finset.univ.erase i, (if s v = true then 1 else phase (c v))) = R
  cases s i <;> simp only [Bool.not_true, Bool.not_false, reduceCtorEq, ↓reduceIte]
  · linear_combination (-R) * phase_cube (c i)
  · ring

/-- The defect state of the colour state vanishes on a triangle with three distinct colours. -/
theorem defect_colourState {c : V → Fin 3} {i j k : V}
    (h : c i ≠ c j ∧ c j ≠ c k ∧ c i ≠ c k) (s : V → Bool) :
    defect i j k (colourState c) s = 0 := by
  obtain ⟨h1, h2⟩ := phase_sum h
  simp only [defect, colourState_flip]
  generalize colourState c s = x
  cases s i <;> cases s j <;> cases s k <;>
    simp only [reduceCtorEq, ↓reduceIte, and_true, and_false, and_self]
  · linear_combination x * h2
  · linear_combination x * h1

/-- If the colours on each triangle are distinct, the product of the vectors (1, ω^c) is a
ground state with energy -3/8 per triangle. -/
theorem colourState_isGroundState (tri : τ → Fin 3 → V) (c : V → Fin 3)
    (hc : ∀ t, c (tri t 0) ≠ c (tri t 1) ∧ c (tri t 1) ≠ c (tri t 2) ∧
      c (tri t 0) ≠ c (tri t 2)) :
    IsGroundState (hamiltonian tri) (-(3 / 8) * Fintype.card τ) (colourState c) := by
  have h01 := fun t => ne_of_apply_ne c (hc t).1
  have h12 := fun t => ne_of_apply_ne c (hc t).2.1
  have h02 := fun t => ne_of_apply_ne c (hc t).2.2
  refine ⟨fun h0 => ?_, ?_, fun φ => ?_⟩
  · -- the all-up amplitude is one
    have := congrFun h0 fun _ => true
    simp [colourState] at this
  · -- each triangle term separately has eigenvalue -3/8
    funext s
    have ht : ∀ t, triangle (tri t 0) (tri t 1) (tri t 2) (colourState c) s
        = -(3 / 8) * colourState c s := fun t => by
      have e := triangle_add (h01 t) (h12 t) (h02 t) (colourState c) s
      simp only [defect_colourState (hc t)] at e
      linear_combination e
    simp only [hamiltonian, ht, Finset.sum_const, Finset.card_univ, nsmul_eq_mul,
      Pi.smul_apply, smul_eq_mul]
    push_cast
    ring
  · -- each triangle term is bounded below by -3/8
    have h1 : braket φ (hamiltonian tri φ)
        = ∑ t, braket φ (triangle (tri t 0) (tri t 1) (tri t 2) φ) := by
      simp only [braket, hamiltonian, Finset.mul_sum]
      exact Finset.sum_comm
    have ht : ∀ t ∈ Finset.univ, -(3 / 8) * normSquared φ
        ≤ (braket φ (triangle (tri t 0) (tri t 1) (tri t 2) φ)).re := fun t _ => by
      rw [triangle_energy (h01 t) (h12 t) (h02 t), Complex.ofReal_re]
      have : 0 ≤ normSquared (defect (tri t 0) (tri t 1) (tri t 2) φ) :=
        Finset.sum_nonneg fun _ _ => Complex.normSq_nonneg _
      linarith
    have h2 := Finset.card_nsmul_le_sum _ _ _ ht
    rw [nsmul_eq_mul, Finset.card_univ] at h2
    rw [h1, Complex.re_sum]
    linarith

end

end FrustratedXXZ
```

```lean
#print axioms FrustratedXXZ.colourState_isGroundState
```

```
'FrustratedXXZ.colourState_isGroundState' depends on axioms: [propext, Classical.choice, Quot.sound]
```

## From spin flips to the ground state

`bond_apply` checks the four configurations of a bond, using i² = −1, and `triangle_add` checks the eight of a triangle. The name `defect` means PXψ, not a lattice defect.

`triangle_energy` moves a flip to the left factor of the inner product through `sum_flip`, which relabels configurations by the flip; this is the Hermiticity of X.

`colourState_flip` isolates the factor of one site in the product, and `phase_sum` runs through the six orders of three colours. Together they give `defect_colourState`, the statement PXΨ = 0.

The final theorem has three parts: Ψ is nonzero because its all-up amplitude is 1, `triangle_add` gives the eigenvalue, and `triangle_energy` gives the bound, since a squared norm is nonnegative.
